# Stiffness determinant and product of squared frequencies of a harmonic chain between fixed walls

Take $N$ masses $m_0,\dots,m_{N-1}$ on a line between two fixed walls, joined by $N+1$ springs with constants $K_0,\dots,K_N$, so that mass $i$ has spring $i$ on its left and spring $i+1$ on its right. For nonzero $K_b$ the stiffness matrix $\Phi$ of this chain has determinant $(\prod_b K_b)(\sum_b 1/K_b)$, and for positive springs and masses this value divided by $\prod_i m_i$ is the product of the squared frequencies.

```lean
import Mathlib

open Matrix

namespace FixedWallChain

noncomputable section

variable {N : ℕ}

/-- Stiffness matrix of `N` masses between fixed walls. Mass `i` has spring `i.castSucc` on its
left and spring `i.succ` on its right. -/
def stiffness (K : Fin (N + 1) → ℝ) : Matrix (Fin N) (Fin N) ℝ :=
  of fun i j =>
    if i.val = j.val then K i.castSucc + K i.succ
    else if i.val + 1 = j.val then -K i.succ
    else if j.val + 1 = i.val then -K i.castSucc
    else 0

/-- Elongation matrix: entry `(b, i)` is the elongation of spring `b` under a unit displacement
of mass `i`. -/
def bond (N : ℕ) : Matrix (Fin (N + 1)) (Fin N) ℝ :=
  of fun b i => (if b = i.castSucc then 1 else 0) - (if b = i.succ then 1 else 0)

/-- The elongation matrix restricted to the first `N` springs. -/
def innerBond (N : ℕ) : Matrix (Fin N) (Fin N) ℝ :=
  of fun c i => bond N c.castSucc i

/-- The `N × N` matrix with all entries equal to `k`. -/
def uniform (N : ℕ) (k : ℝ) : Matrix (Fin N) (Fin N) ℝ :=
  of fun _ _ => k

/-- The mass weighting `M^(-1/2)`. -/
def massWeight (m : Fin N → ℝ) : Matrix (Fin N) (Fin N) ℝ :=
  diagonal fun i => (Real.sqrt (m i))⁻¹

/-- The dynamical matrix `M^(-1/2) Φ M^(-1/2)` of the chain. -/
def dynamical (K : Fin (N + 1) → ℝ) (m : Fin N → ℝ) : Matrix (Fin N) (Fin N) ℝ :=
  massWeight m * stiffness K * massWeight m

/-- Contracting a spring quantity `f` with column `i` of the elongation matrix gives its value
on the left spring of mass `i` minus its value on the right spring. -/
theorem sum_bond (i : Fin N) (f : Fin (N + 1) → ℝ) :
    ∑ b, bond N b i * f b = f i.castSucc - f i.succ := by
  simp [bond, sub_mul, Finset.sum_sub_distrib]

/-- The stiffness matrix is `Bᵀ diag(K) B` with `B` the elongation matrix. -/
theorem stiffness_eq_bond (K : Fin (N + 1) → ℝ) :
    stiffness K = (bond N)ᵀ * diagonal K * bond N := by
  ext i j
  have h : ((bond N)ᵀ * diagonal K * bond N) i j = ∑ b, bond N b i * (K b * bond N b j) := by
    rw [Matrix.mul_apply]
    refine Finset.sum_congr rfl fun b _ => ?_
    rw [mul_diagonal, transpose_apply]
    ring
  have hc : ∀ k : Fin N, (k.castSucc).val = k.val := fun _ => rfl
  have hs : ∀ k : Fin N, (k.succ).val = k.val + 1 := fun _ => rfl
  rw [h, sum_bond i (fun b => K b * bond N b j)]
  simp only [stiffness, bond, of_apply, Fin.ext_iff, hc, hs]
  split_ifs <;> first | ring1 | (exfalso; omega)

/-- In terms of the elongations of the first `N` springs, the stiffness is diagonal up to a
uniform coupling of strength `K_N`. -/
theorem stiffness_eq_innerBond (K : Fin (N + 1) → ℝ) :
    stiffness K = (innerBond N)ᵀ *
      (diagonal (fun c : Fin N => K c.castSucc) + uniform N (K (Fin.last N))) * innerBond N := by
  -- fixed walls: the last elongation is minus the sum of the others
  have hlast : ∀ i, bond N (Fin.last N) i = -∑ c, innerBond N c i := by
    intro i
    have h := sum_bond i (fun _ => (1 : ℝ))
    rw [Fin.sum_univ_castSucc] at h
    simp only [mul_one, sub_self] at h
    simp only [innerBond, of_apply]
    linarith
  rw [stiffness_eq_bond, Matrix.mul_add, Matrix.add_mul]
  ext i j
  have h1 : ((bond N)ᵀ * diagonal K * bond N) i j = ∑ b, bond N b i * K b * bond N b j := by
    rw [Matrix.mul_apply]
    simp only [mul_diagonal, transpose_apply]
  have h2 : ((innerBond N)ᵀ * diagonal (fun c : Fin N => K c.castSucc) * innerBond N) i j
      = ∑ c, innerBond N c i * K c.castSucc * innerBond N c j := by
    rw [Matrix.mul_apply]
    simp only [mul_diagonal, transpose_apply]
  have h3 : ((innerBond N)ᵀ * uniform N (K (Fin.last N)) * innerBond N) i j
      = (∑ c, innerBond N c i) * K (Fin.last N) * ∑ c, innerBond N c j := by
    simp only [Matrix.mul_apply, transpose_apply, uniform, of_apply, ← Finset.sum_mul,
      ← Finset.mul_sum]
  rw [Matrix.add_apply, h1, h2, h3, Fin.sum_univ_castSucc, hlast i, hlast j]
  simp only [innerBond, of_apply]
  ring

/-- The map from displacements to the first `N` elongations has determinant one. -/
theorem det_innerBond : (innerBond N).det = 1 := by
  have htri : ((innerBond N)ᵀ).BlockTriangular id := by
    intro i j hij
    have hlt : j.val < i.val := hij
    have h1 : j.castSucc ≠ i.castSucc := fun h => by
      have hji : j = i := Fin.castSucc_injective N h
      have : j.val = i.val := congrArg Fin.val hji
      omega
    have h2 : j.castSucc ≠ i.succ := fun h => by
      have : j.val = i.val + 1 := congrArg Fin.val h
      omega
    simp only [transpose_apply, innerBond, bond, of_apply, if_neg h1, if_neg h2, sub_self]
  rw [← det_transpose, Matrix.det_of_isUpperTriangular htri]
  refine Finset.prod_eq_one fun i _ => ?_
  have h2 : i.castSucc ≠ i.succ := fun h => by
    have : i.val = i.val + 1 := congrArg Fin.val h
    omega
  simp only [transpose_apply, innerBond, bond, of_apply, if_neg h2, if_true, sub_zero]

/-- A diagonal matrix with nonzero entries `d` plus a uniform coupling `k` has determinant
`(∏ d) (1 + k ∑ 1/d)`. -/
theorem det_diagonal_add_uniform (d : Fin N → ℝ) (hd : ∀ i, d i ≠ 0) (k : ℝ) :
    (diagonal d + uniform N k).det = (∏ i, d i) * (1 + k * ∑ i, (d i)⁻¹) := by
  -- pull out the diagonal part, leaving the identity plus a rank-one matrix
  have h : diagonal d + uniform N k = diagonal d *
      (1 + (of fun (i : Fin N) (_ : Unit) => k / d i) *
        (of fun (_ : Unit) (_ : Fin N) => (1 : ℝ))) := by
    rw [Matrix.mul_add, Matrix.mul_one]
    congr 1
    ext i j
    have := hd i
    rw [diagonal_mul]
    simp only [uniform, Matrix.mul_apply, of_apply, Finset.univ_unique, Finset.sum_singleton,
      mul_one]
    field_simp
  rw [h, det_mul, det_diagonal, det_one_add_mul_comm, det_unique]
  congr 1
  simp [Matrix.mul_apply, div_eq_mul_inv, Finset.mul_sum]

/-- For nonzero spring constants the stiffness matrix has determinant `(∏ K) (∑ 1/K)`. -/
theorem det_stiffness (K : Fin (N + 1) → ℝ) (hK : ∀ b, K b ≠ 0) :
    (stiffness K).det = (∏ b, K b) * ∑ b, (K b)⁻¹ := by
  have h : K (Fin.last N) * (K (Fin.last N))⁻¹ = 1 := mul_inv_cancel₀ (hK _)
  rw [stiffness_eq_innerBond, det_mul, det_mul, det_transpose, det_innerBond,
    det_diagonal_add_uniform _ (fun c => hK _), Fin.prod_univ_castSucc K,
    Fin.sum_univ_castSucc (fun b => (K b)⁻¹)]
  linear_combination (-(∏ c : Fin N, K c.castSucc)) * h

/-- For nonzero spring constants of either sign, the stiffness determinant vanishes exactly
when the total compliance `∑ 1/K` vanishes. -/
theorem det_stiffness_eq_zero_iff (K : Fin (N + 1) → ℝ) (hK : ∀ b, K b ≠ 0) :
    (stiffness K).det = 0 ↔ ∑ b, (K b)⁻¹ = 0 := by
  have hp : ∏ b, K b ≠ 0 := Finset.prod_ne_zero_iff.mpr fun b _ => hK b
  rw [det_stiffness K hK, mul_eq_zero]
  exact ⟨fun h => h.resolve_left hp, Or.inr⟩

/-- The dynamical matrix is `(B W)ᵀ diag(K) (B W)` with `W` the mass weighting. -/
theorem dynamical_eq_bond (K : Fin (N + 1) → ℝ) (m : Fin N → ℝ) :
    dynamical K m = (bond N * massWeight m)ᵀ * diagonal K * (bond N * massWeight m) := by
  rw [dynamical, stiffness_eq_bond, transpose_mul]
  simp only [massWeight, diagonal_transpose, Matrix.mul_assoc]

/-- The dynamical matrix is real symmetric. -/
theorem dynamical_isHermitian (K : Fin (N + 1) → ℝ) (m : Fin N → ℝ) :
    (dynamical K m).IsHermitian := by
  rw [dynamical_eq_bond, ← conjTranspose_eq_transpose_of_trivial]
  exact isHermitian_conjTranspose_mul_mul _ (isHermitian_diagonal K)

/-- For positive springs and masses the squared frequencies, the eigenvalues of the dynamical
matrix, are all positive and their product is `(∏ K) (∑ 1/K) / ∏ m`. -/
theorem prod_sq_frequencies (K : Fin (N + 1) → ℝ) (m : Fin N → ℝ)
    (hK : ∀ b, 0 < K b) (hm : ∀ i, 0 < m i) :
    (∀ i, 0 < (dynamical_isHermitian K m).eigenvalues i) ∧
      ∏ i, (dynamical_isHermitian K m).eigenvalues i
        = ((∏ b, K b) * ∑ b, (K b)⁻¹) / ∏ i, m i := by
  have hW : (∏ i, (Real.sqrt (m i))⁻¹) * (∏ i, (Real.sqrt (m i))⁻¹) = (∏ i, m i)⁻¹ := by
    rw [← Finset.prod_mul_distrib, ← Finset.prod_inv_distrib]
    refine Finset.prod_congr rfl fun i _ => ?_
    rw [← mul_inv, Real.mul_self_sqrt (hm i).le]
  have hdet : (dynamical K m).det = ((∏ b, K b) * ∑ b, (K b)⁻¹) / ∏ i, m i := by
    rw [dynamical, det_mul, det_mul, massWeight, det_diagonal,
      det_stiffness K (fun b => (hK b).ne'), div_eq_mul_inv, ← hW]
    ring
  have hprod : ∏ i, (dynamical_isHermitian K m).eigenvalues i = (dynamical K m).det := by
    have h := (dynamical_isHermitian K m).det_eq_prod_eigenvalues
    simpa using h.symm
  have hpos : 0 < ((∏ b, K b) * ∑ b, (K b)⁻¹) / ∏ i, m i :=
    div_pos (mul_pos (Finset.prod_pos fun b _ => hK b)
      (Finset.sum_pos (fun b _ => inv_pos.mpr (hK b)) Finset.univ_nonempty))
      (Finset.prod_pos fun i _ => hm i)
  have hpsd : (dynamical K m).PosSemidef := by
    rw [dynamical_eq_bond, ← conjTranspose_eq_transpose_of_trivial]
    exact (PosSemidef.diagonal (fun b => (hK b).le)).conjTranspose_mul_mul_same _
  refine ⟨fun i => ?_, hprod.trans hdet⟩
  -- nonnegative eigenvalues with a nonzero product are positive
  have hne : ∏ i, (dynamical_isHermitian K m).eigenvalues i ≠ 0 := by
    rw [hprod, hdet]
    exact hpos.ne'
  exact lt_of_le_of_ne (hpsd.eigenvalues_nonneg i)
    (Finset.prod_ne_zero_iff.mp hne i (Finset.mem_univ i)).symm

end

end FixedWallChain
```

```lean
#print axioms FixedWallChain.det_stiffness_eq_zero_iff
-- 'FixedWallChain.det_stiffness_eq_zero_iff' depends on axioms: [propext, Classical.choice, Quot.sound]
#print axioms FixedWallChain.prod_sq_frequencies
-- 'FixedWallChain.prod_sq_frequencies' depends on axioms: [propext, Classical.choice, Quot.sound]
```

## The three results

Masses are indexed by `Fin N` and springs by `Fin (N + 1)`, both counted from zero. The maps `i.castSucc` and `i.succ` send mass $i$ to springs $i$ and $i+1$. The matrix `stiffness K` is $\Phi$, with entries
$$\Phi_{ii}=K_i+K_{i+1},\qquad \Phi_{i,i+1}=-K_{i+1},\qquad \Phi_{i,i-1}=-K_i,$$
and zero elsewhere. With $W=\operatorname{diag}(m_i^{-1/2})$, which is `massWeight m`, the matrix `dynamical K m` is $D=W\Phi W$.

The theorem `det_stiffness` assumes only $K_b\neq0$ for every $b$, so that each compliance $1/K_b$ is defined, and states
$$\det\Phi=\Big(\prod_{b=0}^{N}K_b\Big)\sum_{b=0}^{N}\frac1{K_b}.$$
Under the same hypothesis, `det_stiffness_eq_zero_iff` says that $\det\Phi=0$ exactly when the total compliance $\sum_b 1/K_b$ vanishes. Springs of either sign are allowed in both.

The theorem `prod_sq_frequencies` assumes $K_b>0$ and $m_i>0$. The $N$ real eigenvalues $\lambda_i$ of $D$, counted with multiplicity, are `(dynamical_isHermitian K m).eigenvalues i`. The statement is that every $\lambda_i>0$ and
$$\prod_{i=0}^{N-1}\lambda_i=\frac{(\prod_b K_b)\sum_b 1/K_b}{\prod_i m_i}.$$
The symmetry lemma `dynamical_isHermitian` carries no condition on the masses; for $m_i\le0$ Lean's square root and inverse make the weight zero, and the hypothesis `hm` excludes that unphysical case.

The smallest sizes are included. For $N=1$ the formula reads $K_0K_1(1/K_0+1/K_1)=K_0+K_1$, and the single eigenvalue is $(K_0+K_1)/m_0$. For $N=0$ the empty determinant is $1$ and the right side is $K_0\cdot 1/K_0=1$.

## From elongations to normal modes

Let $u_i$ be the displacement of mass $i$ along the chain. Fixed walls mean $u_{-1}=u_N=0$, so spring $b$ is elongated by $e_b=u_b-u_{b-1}$. In matrix form $e=Bu$ with the $(N+1)\times N$ matrix $B_{bi}=\delta_{b,i}-\delta_{b,i+1}$, which is `bond N`. The harmonic energy is
$$U=\tfrac12\sum_b K_b e_b^2=\tfrac12\,u^{T}B^{T}\operatorname{diag}(K)\,B\,u .$$
Newton's equations are $m_i\ddot u_i=-(\Phi u)_i$. The substitution $u=Wq$ gives $\ddot q=-Dq$, and a mode $q\propto\cos\omega t$ needs $Dq=\omega^2q$. Hence $\lambda_i=\omega_i^2$, where $\omega_i$ are the normal-mode frequencies. This passage through the equations of motion is what motivates the definition of `dynamical` and is not itself among the theorems, which speak only of matrices and eigenvalues.

The conditions have direct readings. A positive $K_b$ is a spring that resists both stretching and compression, while a negative one stands for a locally unstable link. The zero-compliance criterion can be pictured through force balance: $\Phi u=0$ says that all springs carry one tension $T$, so $e_b=T/K_b$, and the fixed walls demand $T\sum_b 1/K_b=0$.

The model is a finite, one-dimensional chain with nearest-neighbour harmonic springs and rigid walls. The theorems give no individual frequency and no eigenvector. For this finite harmonic chain, the classical vibrational free energy, which is also the high-temperature limit for the quantised oscillators of energy spacing $\hbar\omega_i$, depends on the frequencies only through $\prod_i\omega_i$, so the formula supplies it without diagonalisation.

## Factorising the stiffness matrix

For any spring quantity $f_b$, column $i$ of $B$ gives $\sum_b B_{bi}f_b=f_i-f_{i+1}$. This is `sum_bond`. With $f_b=K_bB_{bj}$,
$$(B^{T}\operatorname{diag}(K)B)_{ij}=K_i(\delta_{i,j}-\delta_{i,j+1})-K_{i+1}(\delta_{i+1,j}-\delta_{i,j}).$$
This equals $K_i+K_{i+1}$ for $j=i$, $-K_{i+1}$ for $j=i+1$, $-K_i$ for $j=i-1$, and zero otherwise, so it is $\Phi_{ij}$. In `stiffness_eq_bond`, `split_ifs` runs through these index cases, `ring1` closes the consistent ones and `omega` discards the contradictory ones.

Since $B$ is not square, its determinant is not available, and one elongation is eliminated. Taking $f_b=1$ shows that each column of $B$ sums to zero: the total length is fixed. Let $L$, `innerBond N`, be the first $N$ rows of $B$, indexed by $c=0,\dots,N-1$. Then $B_{Ni}=-\sum_c L_{ci}$, which is `hlast`. Splitting off spring $N$,
$$\Phi_{ij}=\sum_{c}L_{ci}K_cL_{cj}+\Big(\sum_c L_{ci}\Big)K_N\Big(\sum_{c}L_{cj}\Big),$$
the two minus signs cancelling. With $J$ the $N\times N$ matrix of ones, so that `uniform N k` is $kJ$, this reads
$$\Phi=L^{T}\big(\operatorname{diag}(K_0,\dots,K_{N-1})+K_NJ\big)L .$$
In `stiffness_eq_innerBond`, `h1`, `h2` and `h3` write the three matrix products as these sums, and `Fin.sum_univ_castSucc` splits off the last spring.

## The determinant

The entries $L_{ci}=\delta_{c,i}-\delta_{c,i+1}$ vanish for $c<i$ and equal one for $c=i$, so $L$ is lower triangular with unit diagonal and $\det L=1$. The lemma `det_innerBond` shows in `htri` that $L^{T}$ is upper triangular and then takes the product of the diagonal.

For nonzero $d_0,\dots,d_{N-1}$ and real $k$, let $a$ be the column with $a_i=k/d_i$ and $\mathbf 1$ the column of ones, and let $I$ be the identity. Then $\operatorname{diag}(d)+kJ=\operatorname{diag}(d)(I+a\mathbf 1^{T})$, because $d_ia_i=k$. The identity $\det(I+XY)=\det(I+YX)$ for rectangular $X$ and $Y$ of matching shapes turns the second factor into the number $1+\mathbf 1^{T}a$, so
$$\det(\operatorname{diag}(d)+kJ)=\Big(\prod_i d_i\Big)\Big(1+k\sum_i\frac1{d_i}\Big).$$
In `det_diagonal_add_uniform` the column and the row are matrices with a `Unit` index, `det_one_add_mul_comm` swaps them, and `det_unique` evaluates the $1\times1$ determinant.

Set $P=\prod_{c<N}K_c$ and $S=\sum_{c<N}1/K_c$. The factorisation with $d_c=K_c$ and $k=K_N$ gives
$$\det\Phi=1\cdot P(1+K_NS)\cdot1=PK_N\Big(S+\frac1{K_N}\Big),$$
which is the claimed value. The last equality uses $K_NK_N^{-1}=1$, and the `linear_combination` step in `det_stiffness` applies this relation with coefficient $-P$. The product of nonzero $K_b$ is nonzero, so the determinant vanishes only with the sum; `det_stiffness_eq_zero_iff` does this by `mul_eq_zero`.

## Positivity and the product of eigenvalues

Because $W$ is diagonal, $W^{T}=W$ and $D=(BW)^{T}\operatorname{diag}(K)(BW)$, which is `dynamical_eq_bond`. A matrix of this form is symmetric, and over the reals symmetric and Hermitian coincide, which gives `dynamical_isHermitian`.

The proof of `prod_sq_frequencies` has five ingredients. First, $(\det W)^2=\prod_i(\sqrt{m_i}\sqrt{m_i})^{-1}=1/\prod_i m_i$, in `hW`. Second, $\det D=\det W\det\Phi\det W=\det\Phi/\prod_i m_i$, in `hdet`. Third, the determinant of a symmetric matrix is the product of its eigenvalues, in `hprod`; together with `hdet` this is the product formula. Fourth, that value is positive, in `hpos`, since there is always at least one spring and the sum of compliances is therefore strictly positive. Fifth, for any real vector $x$,
$$x^{T}Dx=\sum_bK_b\,(BWx)_b^2\ge0,$$
so $D$ is positive semidefinite, in `hpsd`, and every $\lambda_i\ge0$. A product of nonnegative numbers that is nonzero has no zero factor, and therefore every $\lambda_i>0$.
